# Static linear response of non-interacting levels as a sum over occupied–empty pairs

A molecule sits in a weak static electric field. Its electrons fill some of the one-particle levels, the field mixes these with the empty levels, and the dipole moment changes. To first order in the field, how large is the change?

Let the levels, each holding at most one electron, have real energies $e_i$, let $V$ be the matrix of the perturbation in the basis of these levels, and let $t$ be the field strength. The occupied states at field $t$ are described by a projector $P(t)$, the one-particle density matrix, which commutes with the Hamiltonian at that field. If no occupied level is degenerate with an empty one and $P$ is differentiable at $t=0$, the expectation value of an observable $A$ changes at the rate

$$\operatorname{tr}(P'(0)A)=\sum_{i\ \text{occ}}\ \sum_{a\ \text{empty}}\frac{V_{ia}A_{ai}+A_{ia}V_{ai}}{e_i-e_a}.$$

For Hermitian $V$ and $A=V$ this becomes $2\sum_{i,a}|V_{ia}|^2/(e_i-e_a)$. With $V$ a dipole component and the overall sign reversed, it is the uncoupled formula for static polarizabilities in electronic structure, here for finitely many non-interacting levels whose perturbation $V$ does not adjust to the changed density.

The levels are labelled by a finite type `n`.

```lean
import Mathlib

open Matrix

namespace StaticLinearResponse

noncomputable section

variable {n : Type*} [Fintype n] [DecidableEq n]
```

## Levels, field and occupied states

The Hamiltonian is linear in the field:

$$H(t)=\operatorname{diag}(e)+tV.$$

The energies are real by their type. The matrix $V$ may be any complex matrix, and Hermiticity is assumed only where it is used.

```lean
/-- The Hamiltonian `diag(e) + t V` with level energies `e` and a static perturbation `V` of
strength `t`. -/
def hamiltonian (e : n → ℝ) (V : Matrix n n ℂ) (t : ℝ) : Matrix n n ℂ :=
  diagonal (fun i => (e i : ℂ)) + (t : ℂ) • V
```

The occupied levels form a finite set `occ`, and the occupation number $f_i$ is $1$ on this set and $0$ elsewhere. Each level holds at most one electron, so there is no spin factor. For doubly occupied spatial orbitals, with $V$ and $A$ independent of spin, the sums over pairs of orbitals are to be doubled.

```lean
/-- The occupation number of a level: one if it is occupied, zero if it is empty. -/
def occNum (occ : Finset n) (i : n) : ℂ := if i ∈ occ then 1 else 0
```

The conditions on the path $P$ are

$$P(t)^2=P(t),\qquad P(t)H(t)=H(t)P(t),\qquad P(0)=\operatorname{diag}(f),$$

together with differentiability of every entry at $t=0$ and $e_i\neq e_a$ for $i$ occupied and $a$ empty. Commutation with $H(t)$ expresses stationarity: the occupied subspace is invariant under the Hamiltonian in the field. The matrices $P(t)$ need not be Hermitian.

The word "gap" in `GappedPath` is weaker than in common use. It excludes degeneracy between occupied and empty levels but does not put the occupied ones lowest, so excited configurations are allowed. The path itself is assumed, not constructed from $e$ and $V$. Applying the result to a real molecule also means neglecting or approximating the interaction of its electrons, and identifying $P(t)$ with the state that they take up in the field.

```lean
/-- A path of idempotents, differentiable at zero field, that commutes with the perturbed
Hamiltonian and starts from the projector on the occupied levels, none of which is degenerate
with an empty level. -/
structure GappedPath (e : n → ℝ) (V : Matrix n n ℂ) (occ : Finset n)
    (P : ℝ → Matrix n n ℂ) : Prop where
  diff : ∀ i j, DifferentiableAt ℝ (fun t => P t i j) 0
  idem : ∀ t, P t * P t = P t
  comm : ∀ t, P t * hamiltonian e V t = hamiltonian e V t * P t
  start : P 0 = diagonal (occNum occ)
  gap : ∀ i ∈ occ, ∀ a ∉ occ, e i ≠ e a
```

The first-order response is the matrix of entrywise derivatives, $P'(0)_{ij}=\frac{d}{dt}P_{ij}(t)\big|_{t=0}$, written $P'_{ij}$ below. The name `response` thus refers to the change of the density matrix, not to a susceptibility.

```lean
/-- The first-order response `P'(0)`, taken entry by entry, of a path `P` that is differentiable
at zero field. -/
def response (P : ℝ → Matrix n n ℂ) : Matrix n n ℂ :=
  Matrix.of fun i j => deriv (fun t => P t i j) 0
```

## Differentiating the two matrix equations

Both conditions on $P(t)$ contain products of matrices that depend on $t$. In this section $A(t)$ and $B(t)$ stand for any two such matrices with entries differentiable at $t=0$, and $A$ is not the observable. At $t=0$ the entries of their product obey

$$(AB)'_{ij}=\sum_k\left(A'_{ik}B_{kj}+A_{ik}B'_{kj}\right)=(A'B+AB')_{ij}.$$

The order of the factors has to be kept. In Lean this is the scalar product rule, summed over $k$.

```lean
omit [DecidableEq n] in
/-- The product rule for the entries of a product of two matrix paths that are differentiable
at zero. -/
theorem hasDerivAt_mul_entry {A B : ℝ → Matrix n n ℂ} {A' B' : Matrix n n ℂ}
    (hA : ∀ i j, HasDerivAt (fun t => A t i j) (A' i j) 0)
    (hB : ∀ i j, HasDerivAt (fun t => B t i j) (B' i j) 0) (i j : n) :
    HasDerivAt (fun t => (A t * B t) i j) ((A' * B 0 + A 0 * B') i j) 0 := by
  simp only [Matrix.mul_apply, Matrix.add_apply, ← Finset.sum_add_distrib]
  exact HasDerivAt.fun_sum fun k _ => (hA i k).fun_mul (hB k j)
```

Apply the rule to $P^2=P$ at $t=0$. Since $P(0)$ is diagonal,

$$P'_{ij}f_j+f_iP'_{ij}=P'_{ij},\qquad\text{so}\qquad (f_i+f_j-1)P'_{ij}=0.$$

If $i$ and $j$ are both occupied, the bracket is $1$; if both are empty, it is $-1$. In either case $P'_{ij}=0$, so to first order the density matrix changes only in the blocks between occupied and empty levels.

The proof obtains two derivatives of the same function, one from the product rule and one from the definition of `response`, and equates them by uniqueness of the derivative. The two cases of `by_cases` are the two values of the bracket.

```lean
variable {e : n → ℝ} {V : Matrix n n ℂ} {occ : Finset n} {P : ℝ → Matrix n n ℂ}

/-- Along a gapped path, the response has no entries between two occupied levels or between two
empty levels. -/
theorem response_block_zero (h : GappedPath e V occ P) {i j : n}
    (hij : i ∈ occ ↔ j ∈ occ) : response P i j = 0 := by
  have hP : ∀ i j, HasDerivAt (fun t => P t i j) (response P i j) 0 :=
    fun i j => (h.diff i j).hasDerivAt
  -- differentiate `P² = P`
  have h1 := hasDerivAt_mul_entry hP hP i j
  simp only [h.idem] at h1
  have h2 := h1.unique (hP i j)
  rw [h.start, Matrix.add_apply, Matrix.mul_diagonal, Matrix.diagonal_mul] at h2
  by_cases hj : j ∈ occ
  · simp only [occNum, if_pos hj, if_pos (hij.mpr hj)] at h2
    linear_combination h2
  · simp only [occNum, if_neg hj, if_neg (fun hi => hj (hij.mp hi))] at h2
    linear_combination -h2
```

Now differentiate $PH=HP$. With $H(0)=\operatorname{diag}(e)$ and $H'(0)=V$, the entry $ij$ reads

$$P'_{ij}e_j+f_iV_{ij}=e_iP'_{ij}+V_{ij}f_j,$$

which rearranges to

$$(e_i-e_j)P'_{ij}=(f_i-f_j)V_{ij}.$$

In the proof, `hH` is the statement $H'(0)=V$, and the last line is the rearrangement. The gap has not been used yet.

```lean
/-- The first-order commutation relation along a gapped path: energy difference times response
equals occupation difference times perturbation, entry by entry. -/
theorem response_comm (h : GappedPath e V occ P) (i j : n) :
    ((e i : ℂ) - e j) * response P i j = (occNum occ i - occNum occ j) * V i j := by
  have hP : ∀ i j, HasDerivAt (fun t => P t i j) (response P i j) 0 :=
    fun i j => (h.diff i j).hasDerivAt
  have hH : ∀ i j, HasDerivAt (fun t => hamiltonian e V t i j) (V i j) 0 := by
    intro i j
    have h0 := ((hasDerivAt_id (0 : ℝ)).ofReal_comp.mul_const (V i j)).const_add
      (diagonal (fun i => (e i : ℂ)) i j)
    exact h0.congr_deriv (by simp)
  -- differentiate `P H = H P`
  have h1 := hasDerivAt_mul_entry hP hH i j
  simp only [h.comm] at h1
  have h2 := h1.unique (hasDerivAt_mul_entry hH hP i j)
  have h0 : hamiltonian e V 0 = diagonal (fun i => (e i : ℂ)) := by simp [hamiltonian]
  rw [h.start, h0, Matrix.add_apply, Matrix.add_apply, Matrix.mul_diagonal,
    Matrix.diagonal_mul, Matrix.mul_diagonal, Matrix.diagonal_mul] at h2
  linear_combination -h2
```

## The response of an arbitrary observable

For a fixed matrix $A$,

$$\operatorname{tr}(P(t)A)=\sum_i\sum_j P_{ij}(t)A_{ji},$$

and differentiating term by term gives $\operatorname{tr}(P'(0)A)$. This quantity is therefore the rate at which the expectation value changes at zero field.

```lean
/-- Along a gapped path, the expectation value `tr(P(t) A)` of a fixed observable changes at zero
field at the rate `tr(P'(0) A)`. -/
theorem hasDerivAt_expectation (h : GappedPath e V occ P) (A : Matrix n n ℂ) :
    HasDerivAt (fun t => trace (P t * A)) (trace (response P * A)) 0 := by
  simp only [Matrix.trace, Matrix.diag_apply, Matrix.mul_apply]
  exact HasDerivAt.fun_sum fun i _ => HasDerivAt.fun_sum fun j _ =>
    (h.diff i j).hasDerivAt.mul_const (A j i)
```

Only the two mixed blocks of $P'(0)$ survive in the trace. With $i$ occupied and $a$ empty,

$$\operatorname{tr}(P'(0)A)=\sum_{i}\sum_{a}\left(P'_{ia}A_{ai}+P'_{ai}A_{ia}\right).$$

The commutation relation gives $(e_i-e_a)P'_{ia}=V_{ia}$ and $(e_a-e_i)P'_{ai}=-V_{ai}$. Dividing by the energy difference,

$$P'_{ia}=\frac{V_{ia}}{e_i-e_a},\qquad P'_{ai}=\frac{V_{ai}}{e_i-e_a},$$

and insertion into the trace gives the formula stated at the start.

The gap is what fixes these entries. If $e_i=e_a$ and $V=0$, a rotation of level $i$ into level $a$ at any speed meets all the other conditions, and $P'_{ia}$ can take different values.

In the theorem, `occᶜ` is the set of empty levels, and $A$ is any complex matrix. The steps `h1` and `h2` remove the vanishing blocks from the rows of occupied and empty levels, and `Finset.sum_comm` brings the second double sum into the order of the first. The relations `r1` and `r2` are the two instances of the commutation relation, combined after multiplying through by $e_i-e_a$.

```lean
/-- Static linear response of any observable `A` to any perturbation `V` along a gapped path, as
a sum over pairs of an occupied and an empty level. -/
theorem linear_response (h : GappedPath e V occ P) (A : Matrix n n ℂ) :
    trace (response P * A) =
      ∑ i ∈ occ, ∑ a ∈ occᶜ, (V i a * A a i + A i a * V a i) / ((e i : ℂ) - e a) := by
  -- only the two mixed blocks contribute to the trace
  have h1 : ∀ i ∈ occ, ∑ j, response P i j * A j i =
      ∑ a ∈ occᶜ, response P i a * A a i := by
    intro i hi
    rw [← Finset.sum_add_sum_compl occ (fun j => response P i j * A j i),
      Finset.sum_eq_zero (s := occ) (fun j hj => by
        rw [response_block_zero h (iff_of_true hi hj), zero_mul]), zero_add]
  have h2 : ∀ a ∈ occᶜ, ∑ j, response P a j * A j a =
      ∑ i ∈ occ, response P a i * A i a := by
    intro a ha
    rw [← Finset.sum_add_sum_compl occ (fun j => response P a j * A j a),
      Finset.sum_eq_zero (s := occᶜ) (fun j hj => by
        rw [response_block_zero h (iff_of_false (Finset.mem_compl.mp ha)
          (Finset.mem_compl.mp hj)), zero_mul]), add_zero]
  simp only [Matrix.trace, Matrix.diag_apply, Matrix.mul_apply]
  rw [← Finset.sum_add_sum_compl occ (fun i => ∑ j, response P i j * A j i),
    Finset.sum_congr rfl h1, Finset.sum_congr rfl h2,
    Finset.sum_comm (s := occᶜ) (t := occ), ← Finset.sum_add_distrib]
  refine Finset.sum_congr rfl fun i hi => ?_
  rw [← Finset.sum_add_distrib]
  refine Finset.sum_congr rfl fun a ha => ?_
  have ha' := Finset.mem_compl.mp ha
  -- the gap allows division by the energy difference
  have hne : (e i : ℂ) - e a ≠ 0 :=
    sub_ne_zero.mpr (by exact_mod_cast h.gap i hi a ha')
  have r1 := response_comm h i a
  have r2 := response_comm h a i
  simp only [occNum, if_pos hi, if_neg ha'] at r1 r2
  rw [eq_div_iff hne]
  linear_combination A a i * r1 - A i a * r2
```

## The perturbation as its own observable

Set $A=V$ with $V$ Hermitian. Then $V_{ai}=\overline{V_{ia}}$, both terms in the numerator equal $|V_{ia}|^2$, and

$$\operatorname{tr}(P'(0)V)=2\sum_{i\ \text{occ}}\ \sum_{a\ \text{empty}}\frac{|V_{ia}|^2}{e_i-e_a}.$$

The factor $2$ comes from the two mixed blocks, not from spin. The right-hand side in Lean is a real number regarded as a complex one, so the theorem also says that the trace is real. The step `hn` is the identity $V_{ia}V_{ai}=|V_{ia}|^2$.

```lean
/-- For a Hermitian perturbation along a gapped path, `tr(P'(0) V)` is twice the sum of
`|V_ia|² / (e_i - e_a)` over occupied `i` and empty `a`. -/
theorem self_response (h : GappedPath e V occ P) (hV : V.IsHermitian) :
    trace (response P * V) =
      ((2 * ∑ i ∈ occ, ∑ a ∈ occᶜ, ‖V i a‖ ^ 2 / (e i - e a) : ℝ) : ℂ) := by
  rw [linear_response h V]
  push_cast
  rw [Finset.mul_sum]
  refine Finset.sum_congr rfl fun i _ => ?_
  rw [Finset.mul_sum]
  refine Finset.sum_congr rfl fun a _ => ?_
  have hn : V i a * V a i = (‖V i a‖ : ℂ) ^ 2 := by
    rw [← hV.apply a i, ← starRingEnd_apply, Complex.mul_conj,
      Complex.normSq_eq_norm_sq, Complex.ofReal_pow]
  rw [hn]
  ring
```

Suppose further that every occupied level lies below every empty one. Each denominator is then negative and each term is at most zero. If $V_{ia}\neq0$ for at least one pair, that term is strictly negative, and so is the sum:

$$\operatorname{tr}(P'(0)V)<0.$$

If $\mu$ is the dipole component along the field and $V=-\mu$, this means that the dipole moment induced at first order has a positive component along the field.

The theorem states the inequality for the real part, which here is the whole trace. Its proof carries the strict sign from the one term to the inner sum (`hin`) and from there to the outer sum (`hout`).

```lean
/-- If every occupied level lies below every empty one and a Hermitian `V` couples some occupied
level to some empty one, then the real part of `tr(P'(0) V)` is strictly negative along a gapped
path. -/
theorem self_response_neg (h : GappedPath e V occ P) (hV : V.IsHermitian)
    (hlow : ∀ i ∈ occ, ∀ a ∉ occ, e i < e a)
    {i a : n} (hi : i ∈ occ) (ha : a ∉ occ) (hia : V i a ≠ 0) :
    (trace (response P * V)).re < 0 := by
  rw [self_response h hV, Complex.ofReal_re]
  have hle : ∀ k ∈ occ, ∀ b ∈ occᶜ, ‖V k b‖ ^ 2 / (e k - e b) ≤ 0 := fun k hk b hb =>
    div_nonpos_of_nonneg_of_nonpos (sq_nonneg _)
      (by linarith [hlow k hk b (Finset.mem_compl.mp hb)])
  have hlt : ‖V i a‖ ^ 2 / (e i - e a) < 0 :=
    div_neg_of_pos_of_neg (pow_pos (norm_pos_iff.mpr hia) 2) (by linarith [hlow i hi a ha])
  have hin : ∑ b ∈ occᶜ, ‖V i b‖ ^ 2 / (e i - e b) < 0 :=
    calc _ < ∑ b ∈ occᶜ, (0 : ℝ) :=
          Finset.sum_lt_sum (hle i hi) ⟨a, Finset.mem_compl.mpr ha, hlt⟩
      _ = 0 := by simp
  have hout : ∑ k ∈ occ, ∑ b ∈ occᶜ, ‖V k b‖ ^ 2 / (e k - e b) < 0 :=
    calc _ < ∑ k ∈ occ, (0 : ℝ) :=
          Finset.sum_lt_sum (fun k hk => Finset.sum_nonpos (hle k hk)) ⟨i, hi, hin⟩
      _ = 0 := by simp
  linarith
```

## Two levels with an explicit projector

Take energies $-1$ and $1$, unit coupling, and the lower level occupied. In Lean's numbering these are levels $0$ and $1$, and

$$H(t)=\begin{pmatrix}-1&t\\t&1\end{pmatrix},\qquad H(t)^2=(1+t^2)\,\mathbb 1,$$

so the eigenvalues are $\pm\sqrt{1+t^2}$. Write

$$m(t)=\frac{1}{\sqrt{1+t^2}}.$$

```lean
/-- The factor `1 / √(1 + t²)` of the two-level problem. -/
def mixing (t : ℝ) : ℝ := (√(1 + t ^ 2))⁻¹
```

The projector on the lower eigenstate is

$$P(t)=\tfrac12\left(\mathbb 1-m(t)H(t)\right)=\frac12\begin{pmatrix}1+m&-tm\\-tm&1-m\end{pmatrix}.$$

```lean
/-- The matrix `(1 - H(t) / √(1 + t²)) / 2` for the two-level Hamiltonian `H(t)` with diagonal
entries `-1, 1` and coupling `t`. -/
def twoLevelProjector (t : ℝ) : Matrix (Fin 2) (Fin 2) ℂ :=
  !![(1 + (mixing t : ℂ)) / 2, -((t : ℂ) * (mixing t : ℂ)) / 2;
     -((t : ℂ) * (mixing t : ℂ)) / 2, (1 - (mixing t : ℂ)) / 2]
```

This path meets every condition. Its entries are differentiable because $1+t^2$ never vanishes. Idempotence follows from $m^2(1+t^2)=1$, and $P(t)$ commutes with $H(t)$ because it is a combination of $\mathbb 1$ and $H(t)$. At zero field $m=1$ and $P(0)=\operatorname{diag}(1,0)$, and the energies $-1$ and $1$ differ.

The formula for the self-response gives $2\cdot 1/(-1-1)=-1$. Direct differentiation agrees: $P'_{01}=P'_{10}=-\tfrac12$, and the trace with $V$ adds these two entries.

The proof checks the five conditions in the order of the structure. The auxiliary statement `e2` reduces equality of two-by-two matrices to equality of their four entries.

```lean
/-- The two-level projector is a gapped path for level energies `-1, 1`, unit coupling and the
first level occupied. -/
theorem twoLevel_witness :
    GappedPath (![-1, 1] : Fin 2 → ℝ) !![0, 1; 1, 0] {0} twoLevelProjector := by
  have e2 : ∀ {a b c d a' b' c' d' : ℂ}, a = a' → b = b' → c = c' → d = d' →
      !![a, b; c, d] = !![a', b'; c', d'] := by
    rintro _ _ _ _ _ _ _ _ rfl rfl rfl rfl
    rfl
  refine ⟨?_, fun t => ?_, fun t => ?_, ?_, ?_⟩
  · have hm : DifferentiableAt ℝ (fun t : ℝ => (√(1 + t ^ 2))⁻¹) 0 := by
      fun_prop (disch := norm_num)
    have hc : DifferentiableAt ℝ (fun t : ℝ => (mixing t : ℂ)) 0 :=
      hm.hasDerivAt.ofReal_comp.differentiableAt
    have ht : DifferentiableAt ℝ (fun t : ℝ => (t : ℂ)) 0 :=
      (hasDerivAt_id (0 : ℝ)).ofReal_comp.differentiableAt
    intro i j
    fin_cases i <;> fin_cases j
    · exact (hc.const_add 1).div_const 2
    · exact (ht.mul hc).neg.div_const 2
    · exact (ht.mul hc).neg.div_const 2
    · exact (hc.const_sub 1).div_const 2
  · have hr : mixing t ^ 2 * (1 + t ^ 2) = 1 := by
      rw [mixing, inv_pow, Real.sq_sqrt (by positivity)]
      exact inv_mul_cancel₀ (by positivity)
    have hc : (mixing t : ℂ) ^ 2 * (1 + (t : ℂ) ^ 2) = 1 := by exact_mod_cast hr
    rw [twoLevelProjector, Matrix.mul_fin_two]
    apply e2
    · linear_combination hc / 4
    · ring
    · ring
    · linear_combination hc / 4
  · have hH : hamiltonian (![-1, 1] : Fin 2 → ℝ) !![0, 1; 1, 0] t =
        !![-1, (t : ℂ); (t : ℂ), 1] := by
      ext i j
      fin_cases i <;> fin_cases j <;> simp [hamiltonian]
    rw [hH, twoLevelProjector, Matrix.mul_fin_two, Matrix.mul_fin_two]
    apply e2 <;> ring
  · ext i j
    fin_cases i <;> fin_cases j <;> norm_num [twoLevelProjector, mixing, occNum]
  · intro i hi a ha
    obtain rfl : i = 0 := by simpa using hi
    obtain rfl : a = 1 := Fin.eq_one_of_ne_zero a (by simpa using ha)
    norm_num

end

end StaticLinearResponse
```

```lean
#print axioms StaticLinearResponse.hasDerivAt_expectation
#print axioms StaticLinearResponse.linear_response
#print axioms StaticLinearResponse.self_response_neg
```

```
'StaticLinearResponse.hasDerivAt_expectation' depends on axioms: [propext, Classical.choice, Quot.sound]
'StaticLinearResponse.linear_response' depends on axioms: [propext, Classical.choice, Quot.sound]
'StaticLinearResponse.self_response_neg' depends on axioms: [propext, Classical.choice, Quot.sound]
```
